# Summed over a complete set of orthonormal orbitals, the COOP of a normalised function with all others is $1-(S^{-1})_{mm}\le 0$

Suppose that the crystal orbital overlap population (COOP) between one normalised basis function and all the others is added up over every orbital, bonding and antibonding. If one expects the two kinds to cancel, a negative remainder looks like an error in the coefficients, or like a property of the particular Hamiltonian. It need be neither: for a complete set of orthonormal orbitals the overlap matrix alone fixes it. For a finite real basis with one electron in every orbital, the remainder is therefore a known number against which a computed COOP can be checked.

## Basis functions, orbitals and overlap populations

Take $N$ real basis functions with overlap matrix $S$, and $N$ orbitals built from them. Column $i$ of the matrix $C$ holds the coefficients of orbital $i$, so $C_{mi}$ is the coefficient of function $m$ in that orbital. The orbitals are orthonormal when

$$C^{\mathsf T} S C = 1 .$$

In Lean a finite type `ι` labels both the functions and the orbitals. This makes $C$ square, and so expresses that the set of orbitals is complete.

```lean
import Mathlib

open Matrix

namespace FilledBandCOOP

noncomputable section

variable {ι : Type*} [Fintype ι] [DecidableEq ι]
```

With one electron in orbital $i$, the COOP of the pair $m,n$ is $C_{mi}C_{ni}S_{mn}$. It is positive for a bonding combination and negative for an antibonding one. Double occupancy, or a convention that counts $mn$ and $nm$ together, would each bring a factor of 2.

```lean
/-- The crystal orbital overlap population of the pair `m`, `n` in orbital `i`, for one electron
in that orbital; `S` is the overlap matrix and column `i` of `C` holds the coefficients. -/
def coop (S C : Matrix ι ι ℝ) (i m n : ι) : ℝ := C m i * C n i * S m n
```

The quantity of interest adds this up over all orbitals $i$ and all partners $n\ne m$:

$$B_m=\sum_i\sum_{n\neq m} C_{mi}C_{ni}S_{mn}.$$

In `bandCoop` the set `Finset.univ.erase m` contains all functions except $m$, including those on the same atom. No energies appear: $B_m$ corresponds to a COOP curve integrated over its whole range. Since the coefficients are real and the basis is finite, the model describes a molecule or a cluster, and not a sum over complex Bloch coefficients.

```lean
/-- The COOP between function `m` and all other functions, summed over all orbitals. -/
def bandCoop (S C : Matrix ι ι ℝ) (m : ι) : ℝ :=
  ∑ i, ∑ n ∈ Finset.univ.erase m, coop S C i m n
```

## Orthonormality makes the overlap matrix positive definite

Write $D=C^{\mathsf T}S$. Its entry $D_{im}=\sum_n C_{ni}S_{nm}$ is the overlap of orbital $i$ with function $m$. Orthonormality says $DC=1$. For square matrices a left inverse is also a right inverse, so $CD=1$, and the transpose of this is $D^{\mathsf T}C^{\mathsf T}=1$. Hence

$$S=(D^{\mathsf T}C^{\mathsf T})S=D^{\mathsf T}(C^{\mathsf T}S)=D^{\mathsf T}D .$$

Because $D$ is invertible, $S$ is symmetric and positive definite. Neither property has to be assumed; the hypothesis `h : Cᵀ * S * C = 1` supplies both. In the proof, `mul_eq_one_comm` exchanges the two factors of a product equal to 1.

```lean
/-- For a complete set of orthonormal orbitals the overlap matrix is `Dᵀ D` with `D = Cᵀ S`. -/
theorem overlap_factor {S C : Matrix ι ι ℝ} (h : Cᵀ * S * C = 1) :
    S = (Cᵀ * S)ᵀ * (Cᵀ * S) := by
  have h1 : C * (Cᵀ * S) = 1 := mul_eq_one_comm.mp h
  have h2 : (Cᵀ * S)ᵀ * Cᵀ = 1 := by
    rw [← Matrix.transpose_mul, h1, Matrix.transpose_one]
  rw [← Matrix.mul_assoc, h2, Matrix.one_mul]
```

## The density matrix of the filled band

Here "filled band" means that every orbital of the basis is singly occupied, the antibonding ones included. The density matrix is then $P=CC^{\mathsf T}$, with entries $P_{mn}=\sum_i C_{mi}C_{ni}$. From $CD=1$ follows $CC^{\mathsf T}S=1$, and therefore

$$CC^{\mathsf T}=S^{-1}.$$

The individual orbitals have dropped out: any complete orthonormal set gives the same $P$, whether or not it diagonalises a Hamiltonian.

```lean
/-- The density matrix of the completely filled band is the inverse overlap matrix. -/
theorem density_eq_inv {S C : Matrix ι ι ℝ} (h : Cᵀ * S * C = 1) : C * Cᵀ = S⁻¹ := by
  have h1 : C * Cᵀ * S = 1 := by
    rw [Matrix.mul_assoc]
    exact mul_eq_one_comm.mp h
  exact (Matrix.inv_eq_left_inv h1).symm
```

## The overlap part of a gross population of one

Carry out the sum over orbitals first:

$$B_m=\sum_{n\ne m}S_{mn}\sum_i C_{ni}C_{mi}=\sum_{n\neq m}S_{mn}P_{nm}.$$

If the term $n=m$ is included, the sum is the diagonal entry $(SP)_{mm}=1$, the Mulliken gross population of function $m$. Taking out the term $n=m$, called on-site here, which is the net population, leaves

$$B_m=1-S_{mm}(S^{-1})_{mm}.$$

Normalisation of function $m$ is not needed here. In the proof, `h3` is the gross population, `h4` exchanges the two sums, and `h5` splits off the on-site term; `linarith` combines them.

```lean
/-- The summed COOP of function `m` is one minus its net population `S_mm (S⁻¹)_mm`. -/
theorem bandCoop_eq {S C : Matrix ι ι ℝ} (h : Cᵀ * S * C = 1) (m : ι) :
    bandCoop S C m = 1 - S m m * S⁻¹ m m := by
  have h1 : C * Cᵀ * S = 1 := by
    rw [Matrix.mul_assoc]
    exact mul_eq_one_comm.mp h
  have h2 : S * (C * Cᵀ) = 1 := mul_eq_one_comm.mp h1
  -- the gross population of function m is one
  have h3 : ∑ n, S m n * (C * Cᵀ) n m = 1 := by
    rw [← Matrix.mul_apply, h2, Matrix.one_apply_eq]
  have h4 : bandCoop S C m = ∑ n ∈ Finset.univ.erase m, S m n * (C * Cᵀ) n m := by
    unfold bandCoop coop
    rw [Finset.sum_comm]
    refine Finset.sum_congr rfl fun n _ => ?_
    rw [Matrix.mul_apply, Finset.mul_sum]
    refine Finset.sum_congr rfl fun i _ => ?_
    rw [Matrix.transpose_apply]
    ring
  -- split off the on-site term
  have h5 : S m m * (C * Cᵀ) m m + ∑ n ∈ Finset.univ.erase m, S m n * (C * Cᵀ) n m
      = ∑ n, S m n * (C * Cᵀ) n m :=
    Finset.add_sum_erase Finset.univ (fun n => S m n * (C * Cᵀ) n m) (Finset.mem_univ m)
  rw [h4, ← density_eq_inv h]
  linarith
```

## A sum of squares fixes the sign

Now let function $m$ be normalised, $S_{mm}=1$. For each orbital compare the coefficient $C_{mi}$ with the overlap $D_{im}$. In an orthonormal basis the two would be equal. Expanding the squared differences gives

$$\sum_i (C_{mi}-D_{im})^2=\sum_i C_{mi}^2-2\sum_i C_{mi}D_{im}+\sum_i D_{im}^2 .$$

The three sums on the right are already known:

- $\sum_i C_{mi}^2=(CC^{\mathsf T})_{mm}=(S^{-1})_{mm}$,
- $\sum_i C_{mi}D_{im}=(CD)_{mm}=1$,
- $\sum_i D_{im}^2=(D^{\mathsf T}D)_{mm}=S_{mm}=1$.

The right-hand side is thus $(S^{-1})_{mm}-1=-B_m$, that is,

$$B_m=-\sum_i (C_{mi}-D_{im})^2 .$$

In the Lean proof `h3`, `h1` and `h2` are these three evaluations, in the order of the list, and `h4` is the expansion of the square.

```lean
/-- For a normalised function `m` the summed COOP is minus a sum of squares, one for each
orbital: the coefficient of `m` less the overlap of `m` with the orbital. -/
theorem bandCoop_eq_neg_sum_sq {S C : Matrix ι ι ℝ} (h : Cᵀ * S * C = 1) {m : ι}
    (hm : S m m = 1) :
    bandCoop S C m = -∑ i, (C m i - (Cᵀ * S) i m) ^ 2 := by
  have hCD : C * (Cᵀ * S) = 1 := mul_eq_one_comm.mp h
  have h1 : ∑ i, C m i * (Cᵀ * S) i m = 1 := by
    rw [← Matrix.mul_apply, hCD, Matrix.one_apply_eq]
  have h2 : ∑ i, (Cᵀ * S) i m * (Cᵀ * S) i m = 1 := by
    have e : S m m = ((Cᵀ * S)ᵀ * (Cᵀ * S)) m m :=
      congrFun (congrFun (overlap_factor h) m) m
    rw [hm, Matrix.mul_apply] at e
    exact e.symm
  have h3 : (C * Cᵀ) m m = ∑ i, C m i * C m i := by
    rw [Matrix.mul_apply]
    rfl
  have h4 : ∑ i, (C m i - (Cᵀ * S) i m) ^ 2 = ∑ i, C m i * C m i
      - 2 * ∑ i, C m i * (Cᵀ * S) i m + ∑ i, (Cᵀ * S) i m * (Cᵀ * S) i m := by
    rw [Finset.mul_sum, ← Finset.sum_sub_distrib, ← Finset.sum_add_distrib]
    exact Finset.sum_congr rfl fun i _ => by ring
  rw [bandCoop_eq h, hm, ← density_eq_inv h, h3, h4, h1, h2]
  ring
```

## Value, sign and the case of equality

For a normalised function $m$ the value is $B_m=1-(S^{-1})_{mm}$, and the sum of squares shows $B_m\le 0$.

If $B_m=0$, every square vanishes, so $C_{mi}=D_{im}$ for all $i$. Then for $n\neq m$

$$S_{mn}=\sum_i D_{im}D_{in}=\sum_i C_{mi}D_{in}=(CD)_{mn}=0 .$$

Conversely, if $S_{mn}=0$ for every $n\ne m$, each term in the definition of $B_m$ is zero.

The theorem `filled_band_coop` states these three facts together. Its hypotheses are orthonormality, `h`, and normalisation of the one function $m$, `hm`; the other functions need not be normalised. The sign belongs to the sum over all partners and is not claimed for a single pair $m,n$. Nor does the theorem cover a sum over the occupied orbitals alone when others are empty, even if the occupied ones form a full valence band: that set is incomplete, and $CC^{\mathsf T}=S^{-1}$ does not hold for it.

The `calc` block follows the displayed chain for $S_{mn}$. The vanishing of each square comes from `Finset.sum_eq_zero_iff_of_nonneg`: a sum of non-negative terms is zero only if every term is.

```lean
/-- The COOP between a normalised function `m` and all others, summed over all orbitals, is
`1 - (S⁻¹)_mm`; it is never positive, and it is zero exactly when `m` is orthogonal to every
other function. -/
theorem filled_band_coop {S C : Matrix ι ι ℝ} (h : Cᵀ * S * C = 1) {m : ι}
    (hm : S m m = 1) :
    bandCoop S C m = 1 - S⁻¹ m m ∧ bandCoop S C m ≤ 0 ∧
      (bandCoop S C m = 0 ↔ ∀ n, n ≠ m → S m n = 0) := by
  have hsq := bandCoop_eq_neg_sum_sq h hm
  refine ⟨by rw [bandCoop_eq h, hm, one_mul], ?_, ?_, ?_⟩
  · rw [hsq]
    exact neg_nonpos.mpr (Finset.sum_nonneg fun i _ => sq_nonneg _)
  · intro h0 n hn
    have hz : ∑ i, (C m i - (Cᵀ * S) i m) ^ 2 = 0 := by linarith
    have hi := (Finset.sum_eq_zero_iff_of_nonneg (fun i _ => sq_nonneg _)).mp hz
    have hCD : C * (Cᵀ * S) = 1 := mul_eq_one_comm.mp h
    -- every square vanishes, so row m of C is column m of D
    calc S m n = ((Cᵀ * S)ᵀ * (Cᵀ * S)) m n := congrFun (congrFun (overlap_factor h) m) n
      _ = ∑ i, (Cᵀ * S) i m * (Cᵀ * S) i n := by
          rw [Matrix.mul_apply]
          rfl
      _ = ∑ i, C m i * (Cᵀ * S) i n := by
          refine Finset.sum_congr rfl fun i _ => ?_
          have e : C m i - (Cᵀ * S) i m = 0 := pow_eq_zero_iff two_ne_zero |>.mp
            (hi i (Finset.mem_univ i))
          rw [sub_eq_zero.mp e]
      _ = 0 := by rw [← Matrix.mul_apply, hCD, Matrix.one_apply_ne hn.symm]
  · intro h0
    unfold bandCoop coop
    refine Finset.sum_eq_zero fun i _ => Finset.sum_eq_zero fun n hn => ?_
    rw [h0 n (Finset.ne_of_mem_erase hn), mul_zero]
```

## The total over all functions

The same argument gives a statement about the whole basis. If all functions are normalised, summing over $m$ yields

$$\sum_m B_m=N-\operatorname{tr}S^{-1}\le 0 ,$$

where every pair of functions is now counted twice, once from each side. A sum of non-positive terms vanishes only if each term does. Equality therefore means that every function is orthogonal to all others, which for normalised functions is $S=1$. In Lean, $N$ is `Fintype.card ι`, and the equality case applies the previous theorem to each $m$.

```lean
/-- If all functions are normalised and the orbitals are orthonormal, the COOP summed over all
functions as well is the number of functions minus the trace of `S⁻¹`; it is never positive, and it
is zero exactly when `S = 1`. -/
theorem total_coop {S C : Matrix ι ι ℝ} (h : Cᵀ * S * C = 1) (hd : ∀ m, S m m = 1) :
    ∑ m, bandCoop S C m = Fintype.card ι - S⁻¹.trace ∧ ∑ m, bandCoop S C m ≤ 0 ∧
      (∑ m, bandCoop S C m = 0 ↔ S = 1) := by
  have hle : ∀ m ∈ Finset.univ, bandCoop S C m ≤ 0 :=
    fun m _ => (filled_band_coop h (hd m)).2.1
  refine ⟨?_, Finset.sum_nonpos hle, ?_⟩
  · rw [Finset.sum_congr rfl fun m _ => (filled_band_coop h (hd m)).1]
    simp [Matrix.trace, Finset.sum_sub_distrib]
  · rw [Finset.sum_eq_zero_iff_of_nonpos hle]
    constructor
    · intro h0
      ext m n
      by_cases hmn : n = m
      · rw [hmn, hd, Matrix.one_apply_eq]
      · rw [Matrix.one_apply_ne (Ne.symm hmn)]
        exact (filled_band_coop h (hd m)).2.2.mp (h0 m (Finset.mem_univ m)) n hmn
    · intro hS m _
      refine (filled_band_coop h (hd m)).2.2.mpr fun n hn => ?_
      rw [hS, Matrix.one_apply_ne hn.symm]
```

## Two functions with overlap $s$

With a single function there is no partner, and the COOP is zero. The smallest case with a bond has two normalised functions, numbered 0 and 1 as in the code, with mutual overlap $s$:

$$S=\begin{pmatrix}1&s\\ s&1\end{pmatrix},\qquad -1<s<1 .$$

```lean
/-- The overlap matrix of two normalised functions with mutual overlap `s`. -/
def dimerOverlap (s : ℝ) : Matrix (Fin 2) (Fin 2) ℝ := !![1, s; s, 1]
```

The orbitals are the normalised sum and difference, with coefficients $(a,a)$ and $(b,-b)$, where

$$a=\frac1{\sqrt{2(1+s)}},\qquad b=\frac1{\sqrt{2(1-s)}} .$$

```lean
/-- The normalised sum (column 0) and difference (column 1) of the two functions. -/
def dimerOrbitals (s : ℝ) : Matrix (Fin 2) (Fin 2) ℝ :=
  !![1 / √(2 * (1 + s)), 1 / √(2 * (1 - s)); 1 / √(2 * (1 + s)), -(1 / √(2 * (1 - s)))]
```

Only the squares of these factors enter, $a^2=1/(2(1+s))$ and $b^2=1/(2(1-s))$. Both arguments of the roots are positive in the given range of $s$.

```lean
/-- The square of the normalisation factor `1 / √x` is `1 / x`. -/
theorem norm_factor_sq {x : ℝ} (hx : 0 < x) : 1 / √x * (1 / √x) = 1 / x := by
  rw [div_mul_div_comm, Real.mul_self_sqrt hx.le, one_mul]
```

The norms of the two orbitals are $a^2(2+2s)=1$ and $b^2(2-2s)=1$. Their mutual overlap is $ab(1-s+s-1)=0$. The hypotheses of the general theorems are therefore met for every $s$ between $-1$ and $1$. The proof replaces the roots by the letters `a` and `b` and checks the four matrix entries, using `ha` and `hb` for the two norms.

```lean
/-- The sum and difference orbitals of the dimer are orthonormal, and its two functions are
normalised, for every overlap `s` between -1 and 1. -/
theorem dimer_witness {s : ℝ} (h1 : -1 < s) (h2 : s < 1) :
    (dimerOrbitals s)ᵀ * dimerOverlap s * dimerOrbitals s = 1 ∧
      ∀ m, dimerOverlap s m m = 1 := by
  refine ⟨?_, fun m => by fin_cases m <;> rfl⟩
  have ha : 1 / √(2 * (1 + s)) * (1 / √(2 * (1 + s))) * (2 * (1 + s)) = 1 := by
    rw [norm_factor_sq (by linarith)]
    exact one_div_mul_cancel (by linarith)
  have hb : 1 / √(2 * (1 - s)) * (1 / √(2 * (1 - s))) * (2 * (1 - s)) = 1 := by
    rw [norm_factor_sq (by linarith)]
    exact one_div_mul_cancel (by linarith)
  unfold dimerOrbitals dimerOverlap
  generalize 1 / √(2 * (1 + s)) = a at *
  generalize 1 / √(2 * (1 - s)) = b at *
  have hT : !![a, b; a, -b]ᵀ = !![a, a; b, -b] := by
    ext i j
    fin_cases i <;> fin_cases j <;> rfl
  rw [hT, Matrix.mul_fin_two, Matrix.mul_fin_two, Matrix.one_fin_two]
  ext i j
  fin_cases i <;> fin_cases j
  · change (a * 1 + a * s) * a + (a * s + a * 1) * a = 1
    linear_combination ha
  · change (a * 1 + a * s) * b + (a * s + a * 1) * -b = 0
    ring
  · change (b * 1 + -b * s) * a + (b * s + -b * 1) * a = 0
    ring
  · change (b * 1 + -b * s) * b + (b * s + -b * 1) * -b = 1
    linear_combination hb
```

The sum orbital contributes $a^2s$ to the COOP and the difference orbital $-b^2s$. Together they give

$$\frac{s}{2(1+s)}-\frac{s}{2(1-s)}=\frac{s}{2}\cdot\frac{(1-s)-(1+s)}{1-s^2}=-\frac{s^2}{1-s^2},$$

which agrees with $1-(S^{-1})_{00}=1-1/(1-s^2)$. For $s>0$ the sum orbital is the bonding one; for $s<0$ the roles are exchanged. At $s=\tfrac12$ the contributions are $\tfrac16$ and $-\tfrac12$, with total $-\tfrac13$. For small $s$ the two cancel to first order, and the remainder is of order $s^2$. As $|s|\to1$ the functions become linearly dependent and the total goes to $-\infty$.

In the last theorem, `e0` and `e1` are the two orbital contributions. The sum over partners of function 0 contains only function 1, and `field_simp` with `ring` puts the fractions over a common denominator.

```lean
/-- In the dimer the sum orbital contributes `s / (2 (1 + s))` to the COOP, the difference
orbital `-s / (2 (1 - s))`, and both together `-s² / (1 - s²)`. -/
theorem dimer_coop {s : ℝ} (h1 : -1 < s) (h2 : s < 1) :
    coop (dimerOverlap s) (dimerOrbitals s) 0 0 1 = s / (2 * (1 + s)) ∧
    coop (dimerOverlap s) (dimerOrbitals s) 1 0 1 = -(s / (2 * (1 - s))) ∧
    bandCoop (dimerOverlap s) (dimerOrbitals s) 0 = -(s ^ 2 / (1 - s ^ 2)) := by
  have ha := norm_factor_sq (x := 2 * (1 + s)) (by linarith)
  have hb := norm_factor_sq (x := 2 * (1 - s)) (by linarith)
  have e0 : coop (dimerOverlap s) (dimerOrbitals s) 0 0 1 = s / (2 * (1 + s)) := by
    change 1 / √(2 * (1 + s)) * (1 / √(2 * (1 + s))) * s = _
    rw [ha, one_div_mul_eq_div]
  have e1 : coop (dimerOverlap s) (dimerOrbitals s) 1 0 1 = -(s / (2 * (1 - s))) := by
    change 1 / √(2 * (1 - s)) * -(1 / √(2 * (1 - s))) * s = _
    rw [mul_neg, hb, neg_mul, one_div_mul_eq_div]
  refine ⟨e0, e1, ?_⟩
  have he : (Finset.univ : Finset (Fin 2)).erase 0 = {1} := by decide
  have hp : 1 + s ≠ 0 := by linarith
  have hq : 1 - s ≠ 0 := by linarith
  have hpq : 1 - s ^ 2 = (1 + s) * (1 - s) := by ring
  unfold bandCoop
  rw [he, Fin.sum_univ_two, Finset.sum_singleton, Finset.sum_singleton, e0, e1, hpq]
  field_simp
  ring

end

end FilledBandCOOP
```

```lean
#print axioms FilledBandCOOP.filled_band_coop
#print axioms FilledBandCOOP.total_coop
#print axioms FilledBandCOOP.dimer_coop
```

```
'FilledBandCOOP.filled_band_coop' depends on axioms: [propext, Classical.choice, Quot.sound]
'FilledBandCOOP.total_coop' depends on axioms: [propext, Classical.choice, Quot.sound]
'FilledBandCOOP.dimer_coop' depends on axioms: [propext, Classical.choice, Quot.sound]
```
